# The curvature field of an anisotropic Weyl node: closed form and zero divergence away from the node

## Definitions and conventions

A momentum is \(k=(k_0,k_1,k_2)\in\mathbb R^3\), in Lean `Fin 3 → ℝ`, with axis indices added modulo 3. A two-band model \(H(k)=d(k)\cdot\sigma\), with \(\sigma\) the Pauli matrices, has energies \(\pm|d(k)|\).

```lean
import Mathlib

open Matrix

namespace AnisotropicWeylNode

noncomputable section
```

The unit vector along axis \(a\) is \(e_a\). The length \(|v|=\sqrt{v\cdot v}\) is defined explicitly, since the default norm on `Fin 3 → ℝ` is the maximum norm.

```lean
/-- Unit vector along the momentum axis `a`. -/
def e (a : Fin 3) : Fin 3 → ℝ := Pi.single a 1

/-- Euclidean length `|v| = √(v·v)`. -/
def eucl (v : Fin 3 → ℝ) : ℝ := √(v ⬝ᵥ v)
```

The partial derivative is \(\partial_a f(k)=\frac{d}{dt}f(k+te_a)\big|_{t=0}\), and \(\nabla\cdot F=\sum_c\partial_cF_c\).

```lean
/-- Partial derivative `∂_a f` at momentum `k`. -/
def pd {E : Type*} [NormedAddCommGroup E] [NormedSpace ℝ E]
    (f : (Fin 3 → ℝ) → E) (a : Fin 3) (k : Fin 3 → ℝ) : E :=
  deriv (fun t : ℝ => f (k + t • e a)) 0

/-- Divergence `∑_c ∂_c F_c` of a vector field in momentum space. -/
def divergence (F : (Fin 3 → ℝ) → Fin 3 → ℝ) (k : Fin 3 → ℝ) : ℝ :=
  ∑ c, pd (fun q => F q c) c k
```

For any map \(d\), set
\[B_c(k)=\frac{d\cdot(\partial_{c+1}d\times\partial_{c+2}d)}{|d|^3}.\]
In band theory the Berry curvature of the two bands is \(\pm B/2\), the sign depending on band and convention. Here \(B\) is taken as a definition, and no Hamiltonian or eigenvector enters the theorems.

```lean
/-- The field with components `d·(∂_a d × ∂_b d)/|d|³`, `(a, b, c)` cyclic,
of a map `k ↦ d(k)`. -/
def berry (d : (Fin 3 → ℝ) → Fin 3 → ℝ) (k : Fin 3 → ℝ) : Fin 3 → ℝ :=
  fun c => d k ⬝ᵥ (pd d (c + 1) k ⨯₃ pd d (c + 2) k) / eucl (d k) ^ 3
```

The node is exactly linear, \(d(k)=Mk\) with \(M\) a real \(3\times3\) matrix. Its column \(a\) is \(v_a\), so \((v_a)_i=M_{ia}\). The auxiliary field is \(R^{(n)}(k)=k/|Mk|^n\) for a natural number \(n\).

```lean
/-- The vector `d(k) = M k` of a linear node with velocity matrix `M`. -/
def weyl (M : Matrix (Fin 3) (Fin 3) ℝ) (k : Fin 3 → ℝ) : Fin 3 → ℝ := M *ᵥ k

/-- Column `a` of the velocity matrix. -/
def vel (M : Matrix (Fin 3) (Fin 3) ℝ) (a : Fin 3) : Fin 3 → ℝ := fun i => M i a

/-- The radial field `k / |M k|ⁿ`. -/
def radial (M : Matrix (Fin 3) (Fin 3) ℝ) (n : ℕ) (k : Fin 3 → ℝ) : Fin 3 → ℝ :=
  fun c => k c / eucl (weyl M k) ^ n
```

## The numerator

Linearity and \(Me_a=v_a\) give \(d(k+te_a)=d(k)+t\,v_a\).

```lean
variable (M : Matrix (Fin 3) (Fin 3) ℝ) (k : Fin 3 → ℝ)

/-- Moving by `t` along axis `a` shifts `d` by `t` times column `a` of `M`. -/
theorem weyl_line (a : Fin 3) (t : ℝ) :
    weyl M (k + t • e a) = weyl M k + t • vel M a := by
  have h : M *ᵥ e a = vel M a := by
    ext i
    simp [e, vel, mulVec, dotProduct, Pi.single_apply]
  unfold weyl
  rw [mulVec_add, mulVec_smul, h]
```

This is affine in \(t\), so \(\partial_a d=v_a\) at every \(k\).

```lean
/-- The derivative of `d` along axis `a` is column `a` of `M`. -/
theorem hasDerivAt_weyl (a : Fin 3) :
    HasDerivAt (fun t : ℝ => weyl M (k + t • e a)) (vel M a) 0 := by
  have h := ((hasDerivAt_id' (0 : ℝ)).smul_const (vel M a)).const_add (weyl M k)
  simp only [weyl_line]
  exact h.congr_deriv (one_smul _ _)
```

Write \(Mk=\sum_a k_av_a\). The triple product \(v_a\cdot(v_{c+1}\times v_{c+2})\) vanishes when \(a\) repeats a column and equals \(\det M\) when \(a=c\), because \((c,c+1,c+2)\) is cyclic. Hence
\[d\cdot(\partial_{c+1}d\times\partial_{c+2}d)=\det M\;k_c ,\]
for every \(M\) and \(k\). Lean checks each \(c\) by expanding both sides in matrix entries and closing the polynomial identity with `ring`.

```lean
/-- The triple product `d·(∂_a d × ∂_b d)` with `(a, b, c)` cyclic equals `det M · k_c`. -/
theorem triple_product (c : Fin 3) :
    weyl M k ⬝ᵥ (pd (weyl M) (c + 1) k ⨯₃ pd (weyl M) (c + 2) k) = M.det * k c := by
  have hp : ∀ a, pd (weyl M) a k = vel M a := fun a => (hasDerivAt_weyl M k a).deriv
  rw [hp, hp, det_fin_three]
  fin_cases c <;>
    simp [weyl, vel, cross_apply, mulVec, dotProduct, Fin.sum_univ_three] <;> ring
```

## The denominator

If \(\det M\neq0\) and \(k\neq0\), then \(Mk\neq0\). The sum of squares \(Mk\cdot Mk\) is nonnegative and vanishes only for the zero vector, so it is positive, and the bands touch only at \(k=0\).

```lean
/-- For invertible `M` the squared length of `d(k)` is positive away from `k = 0`. -/
theorem weyl_gap (hM : M.det ≠ 0) (hk : k ≠ 0) : 0 < weyl M k ⬝ᵥ weyl M k := by
  have h0 : weyl M k ≠ 0 := fun h => hk (Matrix.eq_zero_of_mulVec_eq_zero hM h)
  have h1 : 0 ≤ weyl M k ⬝ᵥ weyl M k := Finset.sum_nonneg fun i _ => mul_self_nonneg _
  exact lt_of_le_of_ne h1 fun h => h0 (dotProduct_self_eq_zero.mp h.symm)
```

For vectors \(u,w\) with \(u\cdot u>0\),
\[|u+tw|^2=u\cdot u+2t\,u\cdot w+t^2\,w\cdot w\]
has derivative \(2\,u\cdot w\) at \(t=0\) (`hq`). The chain rule for the square root (`hq.sqrt`) divides by \(2|u|\), leaving \(u\cdot w/|u|\).

```lean
/-- The rate of change of `|u + t w|` at `t = 0` is `u·w/|u|` when `u·u > 0`. -/
theorem hasDerivAt_eucl (u w : Fin 3 → ℝ) (hu : 0 < u ⬝ᵥ u) :
    HasDerivAt (fun t : ℝ => eucl (u + t • w)) (u ⬝ᵥ w / eucl u) 0 := by
  have hq : HasDerivAt (fun t : ℝ => (u + t • w) ⬝ᵥ (u + t • w)) (2 * (u ⬝ᵥ w)) 0 := by
    -- the squared length is a quadratic polynomial in t
    have hf : (fun t : ℝ => (u + t • w) ⬝ᵥ (u + t • w)) =
        fun t : ℝ => u ⬝ᵥ u + (t * (2 * (u ⬝ᵥ w)) + t * t * (w ⬝ᵥ w)) := by
      funext t
      simp only [dotProduct, Fin.sum_univ_three, Pi.add_apply, Pi.smul_apply, smul_eq_mul]
      ring
    have hi := hasDerivAt_id' (0 : ℝ)
    have h := ((hi.mul_const (2 * (u ⬝ᵥ w))).fun_add
      ((hi.fun_mul hi).mul_const (w ⬝ᵥ w))).const_add (u ⬝ᵥ u)
    rw [hf]
    exact h.congr_deriv (by ring)
  have h := hq.sqrt (by simp only [zero_smul, add_zero]; exact hu.ne')
  unfold eucl
  refine h.congr_deriv ?_
  simp only [zero_smul, add_zero]
  exact mul_div_mul_left _ _ two_ne_zero
```

## The divergence

Put \(N=|Mk|>0\). Along axis \(c\), the component \(k_c\) changes at rate 1 (`h1`), and \(N\) at rate \(d\cdot v_c/N\) (`hN`, the previous step with \(u=d\), \(w=v_c\)). The quotient rule gives
\[\partial_cR^{(n)}_c=\frac{N^n-k_c\,nN^{n-1}\,(d\cdot v_c)/N}{N^{2n}}=\frac1{N^n}-\frac{n}{N^{n+2}}\,k_c\,(d\cdot v_c).\]
The proof treats \(n=0\) separately because the exponent \(n-1\) is a natural-number subtraction.

```lean
/-- Derivative along axis `c` of the `c`-th component of `k / |M k|ⁿ`, for invertible `M`
and `k ≠ 0`. -/
theorem hasDerivAt_radial (hM : M.det ≠ 0) (hk : k ≠ 0) (n : ℕ) (c : Fin 3) :
    HasDerivAt (fun t : ℝ => radial M n (k + t • e c) c)
      (1 / eucl (weyl M k) ^ n
        - n / eucl (weyl M k) ^ (n + 2) * (k c * (weyl M k ⬝ᵥ vel M c))) 0 := by
  have hg := weyl_gap M k hM hk
  have hpos : eucl (weyl M k) ≠ 0 := (Real.sqrt_pos.mpr hg).ne'
  have h1 : HasDerivAt (fun t : ℝ => (k + t • e c) c) 1 0 := by
    have hf : (fun t : ℝ => (k + t • e c) c) = fun t : ℝ => k c + t := by
      funext t
      simp [e]
    rw [hf]
    exact (hasDerivAt_id' (0 : ℝ)).const_add (k c)
  have hN : HasDerivAt (fun t : ℝ => eucl (weyl M (k + t • e c)))
      (weyl M k ⬝ᵥ vel M c / eucl (weyl M k)) 0 := by
    simp only [weyl_line]
    exact hasDerivAt_eucl _ _ hg
  -- quotient rule
  have h := h1.fun_div (hN.fun_pow n)
    (by simp only [zero_smul, add_zero]; exact pow_ne_zero n hpos)
  unfold radial
  refine h.congr_deriv ?_
  simp only [zero_smul, add_zero]
  generalize eucl (weyl M k) = N at hpos ⊢
  cases n with
  | zero => simp
  | succ m =>
    simp only [Nat.add_sub_cancel]
    push_cast
    field_simp
    ring
```

In the sum over \(c\), \(\sum_c k_c\,(d\cdot v_c)=d\cdot Mk=N^2\) (`hs`), so
\[\nabla\cdot R^{(n)}=\frac{3}{N^n}-\frac{nN^2}{N^{n+2}}=\frac{3-n}{N^n}.\]
The final `linear_combination` inserts `hs` and the cancellation `h2` of \(N^2\).

```lean
/-- For invertible `M` and `k ≠ 0`, the divergence of `k / |M k|ⁿ` is `(3 - n) / |M k|ⁿ`. -/
theorem divergence_radial (hM : M.det ≠ 0) (hk : k ≠ 0) (n : ℕ) :
    divergence (radial M n) k = (3 - (n : ℝ)) / eucl (weyl M k) ^ n := by
  have hg := weyl_gap M k hM hk
  have hpos : eucl (weyl M k) ≠ 0 := (Real.sqrt_pos.mpr hg).ne'
  have hsum : divergence (radial M n) k = ∑ c, (1 / eucl (weyl M k) ^ n
      - n / eucl (weyl M k) ^ (n + 2) * (k c * (weyl M k ⬝ᵥ vel M c))) :=
    Finset.sum_congr rfl fun c _ => (hasDerivAt_radial M k hM hk n c).deriv
  -- the columns weighted by k add up to M k
  have hs : k 0 * (weyl M k ⬝ᵥ vel M 0) + k 1 * (weyl M k ⬝ᵥ vel M 1)
      + k 2 * (weyl M k ⬝ᵥ vel M 2) = eucl (weyl M k) ^ 2 := by
    rw [eucl, Real.sq_sqrt hg.le]
    simp only [weyl, vel, mulVec, dotProduct, Fin.sum_univ_three]
    ring
  rw [hsum, Fin.sum_univ_three]
  generalize eucl (weyl M k) = N at hpos hs ⊢
  have h2 : (n : ℝ) / N ^ (n + 2) * N ^ 2 = n / N ^ n := by
    rw [pow_add]
    field_simp
  linear_combination (-((n : ℝ) / N ^ (n + 2))) * hs - h2
```

## The main theorem

For \(\det M\neq0\) (`hM`) and \(k\neq0\) (`hk`), `berry_weyl` states four things: \(|Mk|>0\); \(B(k)=\dfrac{\det M}{|Mk|^3}\,k\); each \(t\mapsto B_c(k+te_c)\) is differentiable at \(t=0\); and \(\nabla\cdot B(k)=0\). The differentiability clause matters because `deriv` returns 0 for a non-differentiable function, so a vanishing `divergence` alone would say little.

The step `hB` identifies \(B=\det M\,R^{(3)}\) as functions of momentum, so the identity may be differentiated. The constant passes through each derivative (`hd`) and the sum, and \(n=3\) gives \(\det M\,(3-3)/N^3=0\).

```lean
/-- For invertible `M` and `k ≠ 0`: `|M k| > 0`, the field `d·(∂_a d × ∂_b d)/|d|³` of
`d(k) = M k` equals `det M · k / |M k|³`, each component is differentiable along its own
axis, and the divergence vanishes. -/
theorem berry_weyl (hM : M.det ≠ 0) (hk : k ≠ 0) :
    0 < eucl (weyl M k) ∧
    berry (weyl M) k = (M.det / eucl (weyl M k) ^ 3) • k ∧
    (∀ c, DifferentiableAt ℝ (fun t : ℝ => berry (weyl M) (k + t • e c) c) 0) ∧
    divergence (berry (weyl M)) k = 0 := by
  have hB : ∀ q c, berry (weyl M) q c = M.det * radial M 3 q c := fun q c => by
    simp only [berry, radial, triple_product, mul_div_assoc]
  have hd : ∀ c, HasDerivAt (fun t : ℝ => berry (weyl M) (k + t • e c) c)
      (M.det * pd (fun q => radial M 3 q c) c k) 0 := fun c => by
    simp only [hB]
    exact (hasDerivAt_radial M k hM hk 3 c).differentiableAt.hasDerivAt.const_mul _
  refine ⟨Real.sqrt_pos.mpr (weyl_gap M k hM hk), ?_, fun c => (hd c).differentiableAt, ?_⟩
  · funext c
    simp only [hB, radial, Pi.smul_apply, smul_eq_mul]
    ring
  · calc divergence (berry (weyl M)) k
        = ∑ c, M.det * pd (fun q => radial M 3 q c) c k :=
          Finset.sum_congr rfl fun c _ => (hd c).deriv
      _ = M.det * divergence (radial M 3) k := (Finset.mul_sum _ _ _).symm
      _ = 0 := by
          rw [divergence_radial M k hM hk]
          simp
```

Since \(k\cdot B=\det M\;(k\cdot k)/|Mk|^3\) and the fraction is positive (`weyl_gap` with the identity matrix yields \(k\cdot k>0\)), the radial component has the sign of \(\det M\) at every \(k\neq0\).

```lean
/-- For invertible `M` and `k ≠ 0`, the product `k·B(k)` has the sign of `det M`. -/
theorem sign_radial_component (hM : M.det ≠ 0) (hk : k ≠ 0) :
    SignType.sign (k ⬝ᵥ berry (weyl M) k) = SignType.sign M.det := by
  obtain ⟨hpos, hB, -, -⟩ := berry_weyl M k hM hk
  have hkk := weyl_gap 1 k (by simp) hk
  simp only [weyl, one_mulVec] at hkk
  have hP : 0 < k ⬝ᵥ k / eucl (weyl M k) ^ 3 := div_pos hkk (pow_pos hpos 3)
  have h : k ⬝ᵥ berry (weyl M) k = M.det * (k ⬝ᵥ k / eucl (weyl M k) ^ 3) := by
    rw [hB, dotProduct_smul, smul_eq_mul]
    ring
  rw [h, sign_mul, sign_pos hP, mul_one]

end

end AnisotropicWeylNode
```

```lean
#print axioms AnisotropicWeylNode.berry_weyl
#print axioms AnisotropicWeylNode.sign_radial_component
```

```
'AnisotropicWeylNode.berry_weyl' depends on axioms: [propext, Classical.choice, Quot.sound]
'AnisotropicWeylNode.sign_radial_component' depends on axioms: [propext, Classical.choice, Quot.sound]
```

## Scope and use

For a non-interacting two-band model with an exactly linear node and \(\det M\neq0\), \(B\) has no sources away from the touching point, and it points outward everywhere or inward everywhere according to \(\operatorname{sign}\det M\), the chirality of the node. The statements are pointwise: the flux through a closed surface, its quantisation and the point source at \(k=0\) are not treated, nor are terms of higher order in \(k\). The remarks below are ordinary mathematics that Lean has not checked.

For \(M=\operatorname{diag}(1,1,0)\) and \(k=(0,0,1)\), \(Mk=0\) although \(k\neq0\): the bands touch along a line and \(|Mk|>0\) fails. For the identity matrix and \(k=0\), \(B_c(te_c)=t/|t|^3\) is unbounded near \(t=0\), so differentiability fails. The formula for \(B\) is undefined at \(k=0\) itself; Lean's convention \(x/0=0\) gives \(B=0\) there, so \(k\cdot B=0\) while \(\det M=1\).

Momenta could instead be modelled in `EuclideanSpace ℝ (Fin 3)`, with the divergence as the trace of the total derivative. The length would then be the built-in norm, and the differentiability clause would cover all components in all directions jointly, where the present one concerns \(B_c\) along \(e_c\) only.

In a band-structure calculation with \(H(k)\) written in an orthonormal basis, \(M\) can be obtained by projecting \(\partial_aH\) onto two orthonormal degenerate states at the node, which gives a \(2\times2\) matrix \(h_a\), and taking \(M_{ia}=\tfrac12\operatorname{Tr}(\sigma_ih_a)\). A unitary change of basis of the two states rotates \(d\) properly and leaves \(\det M\) unchanged. The closed form also supplies reference values for a numerical curvature routine: \(M=\operatorname{diag}(1,1,2)\) at \(k=(1,0,0)\) gives \(B=(2,0,0)\), that is a band curvature \(\pm B/2=\pm(1,0,0)\).
